# At least geometric decay of the linearization-energy error in a model with a fixed, positive squared derivative norm

In this scalar model, a linearization energy e is repeatedly updated to e + (E − e)/(1 + p(E − e)²), where E is the exact energy and p > 0, standing for the squared norm of the energy derivative, is the same at every step. The theorem `err_geometric` states that, from any real starting energy, the error dₙ = E − eₙ satisfies |dₙ| ≤ qⁿ|d₀|, with q = p d₀²/(1 + p d₀²). The proof is by induction: the bound for dₙ shows that the error has not grown, so the current contraction factor p dₙ²/(1 + p dₙ²) is at most q. Multiplying this inequality by the induction hypothesis should then give the bound for the next error.

The first attempt, which Lean rejects:

```lean
import Mathlib

open Filter Topology

namespace ErrGeometric

noncomputable section

/-- The model update of the linearization energy `e`, when the exact energy is `E` and `p` stands
for the squared norm of the energy derivative; the domain is `1 + p (E - e)² ≠ 0`. -/
def update (p E e : ℝ) : ℝ := e + (E - e) / (1 + p * (E - e) ^ 2)

/-- The successive linearization energies, starting from `e₀`, for `p ≥ 0`. -/
def linEnergy (p E e₀ : ℝ) : ℕ → ℝ
  | 0 => e₀
  | n + 1 => update p E (linEnergy p E e₀ n)

/-- The distance `d_n = E - e_n` of the exact energy from the `n`-th linearization energy. -/
def err (p E e₀ : ℝ) (n : ℕ) : ℝ := E - linEnergy p E e₀ n

variable {p : ℝ} (E e₀ : ℝ)

/-- For `p > 0` one update turns the error `d` into `p d³ / (1 + p d²)`. -/
theorem err_succ (hp : 0 < p) (n : ℕ) :
    err p E e₀ (n + 1) = p * err p E e₀ n ^ 3 / (1 + p * err p E e₀ n ^ 2) := by
  have hD : 1 + p * err p E e₀ n ^ 2 ≠ 0 := by positivity
  have hsplit : err p E e₀ n / (1 + p * err p E e₀ n ^ 2)
      + p * err p E e₀ n ^ 3 / (1 + p * err p E e₀ n ^ 2) = err p E e₀ n := by
    rw [← add_div, div_eq_iff hD]
    ring
  have hstep : err p E e₀ (n + 1)
      = err p E e₀ n - err p E e₀ n / (1 + p * err p E e₀ n ^ 2) := by
    change E - (linEnergy p E e₀ n + err p E e₀ n / (1 + p * err p E e₀ n ^ 2))
      = (E - linEnergy p E e₀ n) - err p E e₀ n / (1 + p * err p E e₀ n ^ 2)
    ring
  linarith

/-- For `p > 0` the error decays at least geometrically from every start, with the ratio
`p d₀² / (1 + p d₀²)` fixed by the initial error `d₀`. -/
theorem err_geometric (hp : 0 < p) (n : ℕ) :
    |err p E e₀ n| ≤
      (p * err p E e₀ 0 ^ 2 / (1 + p * err p E e₀ 0 ^ 2)) ^ n * |err p E e₀ 0| := by
  have hq0 : 0 ≤ p * err p E e₀ 0 ^ 2 / (1 + p * err p E e₀ 0 ^ 2) := by positivity
  have hq1 : p * err p E e₀ 0 ^ 2 / (1 + p * err p E e₀ 0 ^ 2) ≤ 1 := by
    rw [div_le_one (by positivity)]
    linarith
  induction n with
  | zero => simp
  | succ n ih =>
    -- the error has not grown, so the current contraction factor is at most the first one
    have hle : |err p E e₀ n| ≤ |err p E e₀ 0| :=
      ih.trans (mul_le_of_le_one_left (abs_nonneg _) (pow_le_one₀ hq0 hq1))
    have hsq := mul_le_mul_of_nonneg_left (sq_le_sq.mpr hle) hp.le
    have hfac : p * err p E e₀ n ^ 2 / (1 + p * err p E e₀ n ^ 2)
        ≤ p * err p E e₀ 0 ^ 2 / (1 + p * err p E e₀ 0 ^ 2) := by
      rw [div_le_div_iff₀ (by positivity) (by positivity)]
      linarith
    have hstep : err p E e₀ (n + 1)
        = p * err p E e₀ n ^ 2 / (1 + p * err p E e₀ n ^ 2) * err p E e₀ n := by
      rw [err_succ E e₀ hp n]
      ring
    rw [hstep, abs_mul, abs_of_nonneg (by positivity), pow_succ', mul_assoc]
    exact mul_le_mul hfac ih (abs_nonneg _) hq0

end

end ErrGeometric
```

Compiling this gives:

```
Main.lean:62:66: error: Tactic `rewrite` failed: Did not find an occurrence of the pattern
  ?a * ?b * ?c
in the target expression
  p * (err p E e₀ n * err p E e₀ n ^ 1) / (1 + p * (err p E e₀ n * err p E e₀ n ^ 1)) * |err p E e₀ n| ≤
    (p * err p E e₀ 0 ^ 2 / (1 + p * err p E e₀ 0 ^ 2)) ^ (n + 1) * |err p E e₀ 0|

case succ
p E e₀ : ℝ
hp : 0 < p
hq0 : 0 ≤ p * err p E e₀ 0 ^ 2 / (1 + p * err p E e₀ 0 ^ 2)
hq1 : p * err p E e₀ 0 ^ 2 / (1 + p * err p E e₀ 0 ^ 2) ≤ 1
n : ℕ
ih : |err p E e₀ n| ≤ (p * err p E e₀ 0 ^ 2 / (1 + p * err p E e₀ 0 ^ 2)) ^ n * |err p E e₀ 0|
hle : |err p E e₀ n| ≤ |err p E e₀ 0|
hsq : p * err p E e₀ n ^ 2 ≤ p * err p E e₀ 0 ^ 2
hfac : p * err p E e₀ n ^ 2 / (1 + p * err p E e₀ n ^ 2) ≤ p * err p E e₀ 0 ^ 2 / (1 + p * err p E e₀ 0 ^ 2)
hstep : err p E e₀ (n + 1) = p * err p E e₀ n ^ 2 / (1 + p * err p E e₀ n ^ 2) * err p E e₀ n
⊢ p * (err p E e₀ n * err p E e₀ n ^ 1) / (1 + p * (err p E e₀ n * err p E e₀ n ^ 1)) * |err p E e₀ n| ≤
    (p * err p E e₀ 0 ^ 2 / (1 + p * err p E e₀ 0 ^ 2)) ^ (n + 1) * |err p E e₀ 0|
```

Diagnosis. The error is reported at `mul_assoc`, which finds no product of the form `?a * ?b * ?c`, but the trouble starts one rewrite earlier. `pow_succ'` turns a power `a ^ (n + 1)` into `a * a ^ n`, and with no arguments given it may choose any power that fits. It was meant for the power `(...) ^ (n + 1)` on the right-hand side. Instead it took the square `err p E e₀ n ^ 2`, reading 2 as 1 + 1, and rewrote both occurrences to `err p E e₀ n * err p E e₀ n ^ 1`, as the printed goal shows. The right-hand power stayed whole, so there was nothing for `mul_assoc` to regroup.

The repair writes `pow_succ' _ n`, which fixes the exponent as `n + 1` and leaves the base to be inferred. The squares no longer match, and the right-hand power is split into q · qⁿ. `mul_assoc` then regroups the right-hand side as q · (qⁿ · |d₀|), the form that the closing `mul_le_mul` needs to combine `hfac` with `ih`.

The change, after which it compiles:

```diff
@@ -60,5 +60,5 @@
       rw [err_succ E e₀ hp n]
       ring
-    rw [hstep, abs_mul, abs_of_nonneg (by positivity), pow_succ', mul_assoc]
+    rw [hstep, abs_mul, abs_of_nonneg (by positivity), pow_succ' _ n, mul_assoc]
     exact mul_le_mul hfac ih (abs_nonneg _) hq0
 
```
